# Steady tunnelling in a two-level master equation saturates at half the population per lifetime

Take two levels in resonance, coupled by a tunnelling matrix element $W$, with $\hbar=1$. Let one carrier be shared between them, with populations $n_1+n_2=1$. Set the dephasing time and the lifetime of the second level to 1. In the steady state the coherence $c$ between the levels is driven by the population difference, $c=iW(n_1-n_2)$. The tunnelling current $2W\,\mathrm{Im}\,c$ must replace what the second level loses, which is $n_2$ per unit time. Hence

$$2W^2(n_1-n_2)=n_2,\qquad n_2=\frac{2W^2}{1+4W^2}.$$

For $W=1/2$ the populations are $3/4$ and $1/4$, and the current is $1/4$. A larger $W$ raises the current, but it also fills the second level and so weakens the difference that drives the current. The value $1/2$ is approached and never reached.

With detuning $D$, dephasing time $T$, lifetime $s$ and total population $n$, the steady rate is

$$J=\frac{n_2}{s}=\frac{2W^2Tn}{1+D^2T^2+4W^2Ts}<\frac{n}{2s}\qquad(n,T,s>0).$$

The coupling $W$ and the detuning $D$ may be any real numbers.

```lean
import Mathlib

open Matrix ComplexConjugate Filter Topology

namespace ResonantTunnelling

noncomputable section
```

## Two levels, a barrier and two relaxation times

The levels have energies $\pm D/2$, so the Hamiltonian is

$$H=\begin{pmatrix}D/2&W\\W&-D/2\end{pmatrix}.$$

Lean numbers rows and columns from 0: the first level has index 0 and the second has index 1.

```lean
/-- Hamiltonian (with ħ = 1) of two levels detuned by `D` and coupled through a barrier
by the tunnelling matrix element `W`. -/
def hamiltonian (W D : ℝ) : Matrix (Fin 2) (Fin 2) ℂ :=
  !![(D : ℂ) / 2, (W : ℂ); (W : ℂ), -(D : ℂ) / 2]
```

Relaxation is postulated. The time $T$ stands for scattering that destroys the phase relation between the levels, and $s$ stands for the decay of the second level. A carrier that leaves the second level reappears in the first, as it would on passing to the next period of a periodic structure:

$$R(\rho)=\begin{pmatrix}\rho_{11}/s&-\rho_{01}/T\\-\rho_{10}/T&-\rho_{11}/s\end{pmatrix}.$$

```lean
/-- Relaxation: the coherences decay with dephasing time `T`, and the second level empties
with lifetime `s` into the first one. The domain is `T ≠ 0`, `s ≠ 0`. -/
def relaxation (T s : ℝ) (ρ : Matrix (Fin 2) (Fin 2) ℂ) : Matrix (Fin 2) (Fin 2) ℂ :=
  !![ρ 1 1 / s, -(ρ 0 1 / T); -(ρ 1 0 / T), -(ρ 1 1 / s)]
```

The master equation is $\dot\rho=-i[H,\rho]+R(\rho)$, and `generator` is its right-hand side.

```lean
/-- Right-hand side of the master equation: coherent evolution plus relaxation.
The domain is `T ≠ 0`, `s ≠ 0`. -/
def generator (W D T s : ℝ) (ρ : Matrix (Fin 2) (Fin 2) ℂ) : Matrix (Fin 2) (Fin 2) ℂ :=
  (-Complex.I) • (hamiltonian W D * ρ - ρ * hamiltonian W D) + relaxation T s ρ
```

The density matrix has real populations $\rho_{00}=n_1$ and $\rho_{11}=n_2$, and coherence $\rho_{01}=c$, $\rho_{10}=\bar c$. This makes it Hermitian. Its trace $n$ is left free, and positivity is not imposed. The times $T$ and $s$ are independent parameters here, although a completely positive evolution with this decay requires $T\le 2s$.

```lean
/-- Hermitian matrix with diagonal entries (populations) `n₁`, `n₂` and coherence `c`. Positivity is
not imposed. -/
def density (n₁ n₂ : ℝ) (c : ℂ) : Matrix (Fin 2) (Fin 2) ℂ :=
  !![(n₁ : ℂ), c; conj c, (n₂ : ℂ)]
```

The denominator of the rate gets a name, $L=1+D^2T^2+4W^2Ts$.

```lean
/-- The resonance denominator `1 + D²T² + 4W²Ts`. -/
def resonanceDenom (W D T s : ℝ) : ℝ := 1 + D ^ 2 * T ^ 2 + 4 * W ^ 2 * T * s
```

The rate is then $2W^2Tn/L$.

```lean
/-- The tunnelling rate `2W²Tn / (1 + D²T² + 4W²Ts)`, for parameters with nonzero
denominator, in particular for `T, s > 0`. -/
def tunnelRate (W D T s n : ℝ) : ℝ := 2 * W ^ 2 * T * n / resonanceDenom W D T s
```

For $T,s>0$ each term of $L$ after the 1 is non-negative, so $L>0$ and division by it is harmless.

```lean
/-- The resonance denominator is positive for positive dephasing time and lifetime. -/
theorem resonanceDenom_pos (W D : ℝ) {T s : ℝ} (hT : 0 < T) (hs : 0 < s) :
    0 < resonanceDenom W D T s := by
  unfold resonanceDenom
  positivity
```

## From the master equation to two balance equations

Multiplying out the commutator gives

$$[H,\rho]=\begin{pmatrix}W(\rho_{10}-\rho_{01})&D\rho_{01}+W(\rho_{11}-\rho_{00})\\W(\rho_{00}-\rho_{11})-D\rho_{10}&W(\rho_{01}-\rho_{10})\end{pmatrix}.$$

Multiplying by $-i$ and adding $R(\rho)$ gives the four equations of motion. The proof expands the matrix products and compares the entries one at a time.

```lean
/-- The master equation written out for each element of the density matrix. -/
theorem generator_entries (W D T s : ℝ) (ρ : Matrix (Fin 2) (Fin 2) ℂ) :
    generator W D T s ρ =
      !![-Complex.I * (W * (ρ 1 0 - ρ 0 1)) + ρ 1 1 / s,
         -Complex.I * (D * ρ 0 1 + W * (ρ 1 1 - ρ 0 0)) - ρ 0 1 / T;
         -Complex.I * (W * (ρ 0 0 - ρ 1 1) - D * ρ 1 0) - ρ 1 0 / T,
         -Complex.I * (W * (ρ 0 1 - ρ 1 0)) - ρ 1 1 / s] := by
  ext i j
  -- expand the products before inserting the entries of the Hamiltonian
  simp only [generator, Matrix.add_apply, Matrix.smul_apply, Matrix.sub_apply,
    Matrix.mul_apply, Fin.sum_univ_two]
  fin_cases i <;> fin_cases j <;> simp [hamiltonian, relaxation] <;> ring
```

In a stationary state all four entries vanish. The entry 01 reads $-i\bigl(Dc+W(n_2-n_1)\bigr)-c/T=0$, that is,

$$\Bigl(\frac1T+iD\Bigr)c=iW(n_1-n_2).$$

The entry 11 reads $-iW(c-\bar c)-n_2/s=0$. Since $c-\bar c=2i\,\mathrm{Im}\,c$, this is

$$2W\,\mathrm{Im}\,c=\frac{n_2}{s}.$$

The other two entries add nothing: 10 is the complex conjugate of 01, and 00 is the negative of 11. Stationarity is therefore equivalent to these two balance equations, which are derived from the master equation and not assumed.

```lean
/-- A density matrix is stationary exactly when its coherence is driven by the population
difference and the tunnelling current `2W Im c` balances the decay of the second level. -/
theorem stationary_iff {W D T s n₁ n₂ : ℝ} {c : ℂ} :
    generator W D T s (density n₁ n₂ c) = 0 ↔
      (1 / (T : ℂ) + Complex.I * D) * c = Complex.I * W * (n₁ - n₂) ∧
        2 * W * c.im = n₂ / s := by
  have key : c - conj c = 2 * (c.im : ℂ) * Complex.I := by
    rw [Complex.sub_conj]
    push_cast
    ring
  rw [generator_entries]
  constructor
  · intro h
    have h01 : -Complex.I * (D * c + W * ((n₂ : ℂ) - n₁)) - c / T = 0 :=
      congrFun (congrFun h 0) 1
    have h11 : -Complex.I * (W * (c - conj c)) - (n₂ : ℂ) / s = 0 :=
      congrFun (congrFun h 1) 1
    refine ⟨by linear_combination -h01, ?_⟩
    apply Complex.ofReal_injective
    push_cast
    linear_combination h11 + Complex.I * W * key + 2 * W * c.im * Complex.I_sq
  · rintro ⟨h1, h2⟩
    -- the other coherence obeys the conjugate equation
    have h1' := congrArg conj h1
    simp only [map_mul, map_add, map_sub, map_div₀, map_one, Complex.conj_ofReal,
      Complex.conj_I] at h1'
    have h2c : 2 * (W : ℂ) * c.im = n₂ / s := by exact_mod_cast h2
    have e01 : -Complex.I * (D * c + W * ((n₂ : ℂ) - n₁)) - c / T = 0 := by
      linear_combination -h1
    have e10 : -Complex.I * (W * ((n₁ : ℂ) - n₂) - D * conj c) - conj c / T = 0 := by
      linear_combination -h1'
    have e11 : -Complex.I * (W * (c - conj c)) - (n₂ : ℂ) / s = 0 := by
      linear_combination h2c - Complex.I * W * key - 2 * W * c.im * Complex.I_sq
    have e00 : -Complex.I * (W * (conj c - c)) + (n₂ : ℂ) / s = 0 := by
      linear_combination -e11
    ext i j
    fin_cases i <;> fin_cases j
    exacts [e00, e01, e10, e11]
```

In the proof, `key` is the identity for $c-\bar c$. The forward direction reads off the entries 01 and 11. The converse rebuilds all four, conjugating the coherence equation to obtain 10. Each `linear_combination` states which multiples of known equations add up to the wanted one.

## Eliminating the coherence

Multiply the coherence equation by $T$ and write $c=x+iy$:

$$(1+iDT)(x+iy)=iWT(n_1-n_2).$$

The real part is $x-DTy=0$ and the imaginary part is $y+DTx=WT(n_1-n_2)$. Substituting $x=DTy$ gives

$$(1+D^2T^2)\,y=WT(n_1-n_2).$$

With $J=n_2/s=2Wy$ this becomes

$$(1+D^2T^2)\,J=2W^2T(n_1-n_2).$$

Finally $n_2=sJ$ and $n_1+n_2=n$ give $n_1-n_2=n-2sJ$, so

$$(1+D^2T^2+4W^2Ts)\,J=2W^2Tn.$$

The theorem says that every stationary matrix of the form `density n₁ n₂ c` with total population $n$ has this rate, provided $T,s>0$.

```lean
/-- In a stationary state with total population `n` and `T, s > 0`, the second level
decays at the rate `2W²Tn / (1 + D²T² + 4W²Ts)`. -/
theorem stationary_rate {W D T s n n₁ n₂ : ℝ} {c : ℂ} (hT : 0 < T) (hs : 0 < s)
    (hn : n₁ + n₂ = n) (hst : generator W D T s (density n₁ n₂ c) = 0) :
    n₂ / s = tunnelRate W D T s n := by
  obtain ⟨h1, h2⟩ := stationary_iff.mp hst
  have hTc : (T : ℂ) * (1 / T) = 1 :=
    mul_one_div_cancel (Complex.ofReal_ne_zero.mpr hT.ne')
  have h1T : (1 + Complex.I * D * T) * c = Complex.I * W * T * (n₁ - n₂) := by
    linear_combination (T : ℂ) * h1 - c * hTc
  -- real and imaginary parts eliminate the real part of the coherence
  have hre := congrArg Complex.re h1T
  have him := congrArg Complex.im h1T
  simp only [Complex.mul_re, Complex.mul_im, Complex.add_re, Complex.add_im, Complex.sub_re,
    Complex.sub_im, Complex.ofReal_re, Complex.ofReal_im, Complex.I_re, Complex.I_im,
    Complex.one_re, Complex.one_im] at hre him
  have hc : (1 + D ^ 2 * T ^ 2) * c.im = W * T * (n₁ - n₂) := by
    linear_combination him - D * T * hre
  have hJ : n₂ / s * s = n₂ := ((div_eq_iff hs.ne').mp rfl).symm
  -- conservation of the population closes the equation for the rate
  rw [tunnelRate, eq_div_iff (resonanceDenom_pos W D hT hs).ne', resonanceDenom]
  linear_combination -(1 + D ^ 2 * T ^ 2) * h2 + 2 * W * hc + 2 * W ^ 2 * T * hn
    + 4 * W ^ 2 * T * hJ
```

Here `hre` and `him` are the real and imaginary parts, `hc` is the equation for $y$, and the last `linear_combination` carries out the substitutions that close the equation for $J$.

The line before conservation is used gives a neighbouring result: $J=\Gamma(n_1-n_2)$ with $\Gamma=2W^2T/(1+D^2T^2)$, a rate equation with a Lorentzian transfer rate. For $W\neq0$ and $n>0$ it can be rearranged to

$$\frac nJ=\frac1\Gamma+2s.$$

Strong coupling shortens only the first term, and the remaining $2s$ sets the saturation value.

## A stationary solution for all positive dephasing times and lifetimes

The rate formula would be empty if no stationary state existed. Put $q=n/L$ and take

$$n_1=q(1+D^2T^2+2W^2Ts),\quad n_2=2qW^2Ts,\quad c=qWT(DT+i).$$

The populations add up to $qL=n$, and their difference is $q(1+D^2T^2)$. The coherence equation holds because $(1+iDT)(DT+i)=i(1+D^2T^2)$. The current is $2W\,\mathrm{Im}\,c=2qW^2T=n_2/s$. The determinant of this matrix is $q^2W^2T\bigl[(2s-T)(1+D^2T^2)+4W^2Ts^2\bigr]$, so for $n\ge0$ and $0<T\le2s$ the matrix is positive semidefinite, as a physical state requires. For $T>2s$ and $n>0$ this fails at weak non-zero coupling. Positivity is not part of the Lean statement.

```lean
/-- For `T, s > 0` this explicit matrix of the form `density n₁ n₂ c` has total population `n` and
is stationary. -/
theorem stationary_rate_witness (W D n : ℝ) {T s : ℝ} (hT : 0 < T) (hs : 0 < s) :
    n / resonanceDenom W D T s * (1 + D ^ 2 * T ^ 2 + 2 * W ^ 2 * T * s)
        + n / resonanceDenom W D T s * (2 * W ^ 2 * T * s) = n ∧
      generator W D T s (density
        (n / resonanceDenom W D T s * (1 + D ^ 2 * T ^ 2 + 2 * W ^ 2 * T * s))
        (n / resonanceDenom W D T s * (2 * W ^ 2 * T * s))
        (((n / resonanceDenom W D T s * (W * T) : ℝ) : ℂ) * (D * T + Complex.I))) = 0 := by
  have hq : n = n / resonanceDenom W D T s * resonanceDenom W D T s :=
    (div_eq_iff (resonanceDenom_pos W D hT hs).ne').mp rfl
  generalize n / resonanceDenom W D T s = q at hq ⊢
  unfold resonanceDenom at hq
  have hTc : (T : ℂ) * (1 / T) = 1 :=
    mul_one_div_cancel (Complex.ofReal_ne_zero.mpr hT.ne')
  refine ⟨by linear_combination -hq, stationary_iff.mpr ⟨?_, ?_⟩⟩
  · push_cast
    linear_combination (W : ℂ) * q * (D * T + Complex.I) * hTc
      + (W : ℂ) * q * D * T * Complex.I_sq
  · rw [eq_div_iff hs.ne']
    simp only [Complex.mul_re, Complex.mul_im, Complex.add_re, Complex.add_im,
      Complex.ofReal_re, Complex.ofReal_im, Complex.I_re, Complex.I_im]
    ring
```

The proof replaces $n/L$ by a single symbol $q$ with $n=qL$, and then checks the two balance equations through `stationary_iff`.

## The gap below saturation

Subtracting the rate from $n/(2s)$ gives

$$\frac n{2s}-J=\frac{n(L-4W^2Ts)}{2sL}=\frac{n(1+D^2T^2)}{2sL}.$$

```lean
/-- For `T, s > 0`, the amount by which the tunnelling rate falls short of `n/(2s)`. -/
theorem saturation_deficit (W D n : ℝ) {T s : ℝ} (hT : 0 < T) (hs : 0 < s) :
    n / (2 * s) - tunnelRate W D T s n =
      n * (1 + D ^ 2 * T ^ 2) / (2 * s) / resonanceDenom W D T s := by
  have h0 := (resonanceDenom_pos W D hT hs).ne'
  have hs0 := hs.ne'
  rw [tunnelRate]
  field_simp
  unfold resonanceDenom
  ring
```

For $n,T,s>0$ every factor on the right is positive, so the bound is strict.

```lean
/-- For `n, T, s > 0` the tunnelling rate lies strictly below `n/(2s)`. -/
theorem rate_lt_saturation (W D : ℝ) {T s n : ℝ} (hT : 0 < T) (hs : 0 < s) (hn : 0 < n) :
    tunnelRate W D T s n < n / (2 * s) := by
  have h := saturation_deficit W D n hT hs
  have hpos : 0 < n * (1 + D ^ 2 * T ^ 2) / (2 * s) / resonanceDenom W D T s :=
    div_pos (by positivity) (resonanceDenom_pos W D hT hs)
  linarith
```

The sign of $T$ matters. Take $T=-1$, $s=W=n=1$ and $D=0$, so that the coherence is amplified instead of damped. The balance equations become $-c=i(n_1-n_2)$ and $2\,\mathrm{Im}\,c=n_2$. They are solved by $n_1=1/3$, $n_2=2/3$, $c=i/3$. The populations are inverted, and the rate $2/3$ exceeds $n/(2s)=1/2$.

For positive $T$ and $s$ the bound is also sharp. As $W\to\infty$ we have $L\ge4W^2Ts\to\infty$, while the numerator $n(1+D^2T^2)/(2s)$ of the gap stays fixed. The gap therefore tends to zero.

```lean
/-- For `T, s > 0` the tunnelling rate tends to `n/(2s)` as the coupling grows without
bound. -/
theorem rate_tendsto_saturation (D n : ℝ) {T s : ℝ} (hT : 0 < T) (hs : 0 < s) :
    Tendsto (fun W => tunnelRate W D T s n) atTop (𝓝 (n / (2 * s))) := by
  have hsq : Tendsto (fun W : ℝ => W ^ 2 * (4 * T * s)) atTop atTop :=
    (tendsto_pow_atTop two_ne_zero).atTop_mul_const (by positivity)
  have hden : Tendsto (fun W => resonanceDenom W D T s) atTop atTop := by
    refine tendsto_atTop_mono (fun W => ?_) hsq
    unfold resonanceDenom
    nlinarith [sq_nonneg (D * T)]
  -- the deficit vanishes because its denominator diverges
  have hlim := (tendsto_const_nhds (x := n / (2 * s))).sub
    (hden.const_div_atTop (n * (1 + D ^ 2 * T ^ 2) / (2 * s)))
  rw [sub_zero] at hlim
  refine hlim.congr (fun W => ?_)
  linarith [saturation_deficit W D n hT hs]
```

The proof follows the same route: `hden` is the divergence of $L$, and the limit of the rate is obtained from that of the gap. The limit belongs to the two-level model; in a real structure a very strong coupling may bring in further levels.

## How the coupling broadens the resonance

At fixed $W\neq0$ the rate is largest at $D=0$, where the denominator is $L_0=1+4W^2Ts$. The numerator does not depend on $D$, so the rate is half its resonant value exactly when $L=2L_0$:

$$1+D^2T^2+4W^2Ts=2+8W^2Ts\iff(DT)^2=1+4W^2Ts.$$

The half-width at half-maximum is thus $\sqrt{1+4W^2Ts}/T$. It is close to $1/T$ for weak coupling and grows with $|W|$. The condition $W\neq0$ is needed because at $W=0$ the rate vanishes at every detuning, and so it always equals half its value at $D=0$.

```lean
/-- For `W ≠ 0` and `n, T, s > 0`, the rate is half its value at zero detuning exactly
when `(DT)² = 1 + 4W²Ts`. -/
theorem half_maximum_iff {W D T s n : ℝ} (hW : W ≠ 0) (hT : 0 < T) (hs : 0 < s)
    (hn : 0 < n) :
    tunnelRate W D T s n = tunnelRate W 0 T s n / 2 ↔
      (D * T) ^ 2 = 1 + 4 * W ^ 2 * T * s := by
  have hA : 2 * W ^ 2 * T * n ≠ 0 := by positivity
  have hL := resonanceDenom_pos W D hT hs
  have hL0 := resonanceDenom_pos W 0 hT hs
  rw [tunnelRate, tunnelRate, div_div, div_eq_div_iff hL.ne' (mul_pos hL0 two_pos).ne',
    mul_right_inj' hA]
  unfold resonanceDenom
  constructor <;> intro h <;> linear_combination -h

end

end ResonantTunnelling
```

The proof cancels the common non-zero numerator `hA` and compares the denominators.

In the simulation of tunnelling between semiconductor quantum wells, these formulas give a closed-form steady state against which a density-matrix program can be compared, when it is restricted to two coupled levels and non-interacting carriers, with constant $T$ and $s$ and with the second level decaying into the first.

```lean
#print axioms ResonantTunnelling.stationary_rate
#print axioms ResonantTunnelling.rate_lt_saturation
#print axioms ResonantTunnelling.rate_tendsto_saturation
#print axioms ResonantTunnelling.half_maximum_iff
```

```
'ResonantTunnelling.stationary_rate' depends on axioms: [propext, Classical.choice, Quot.sound]
'ResonantTunnelling.rate_lt_saturation' depends on axioms: [propext, Classical.choice, Quot.sound]
'ResonantTunnelling.rate_tendsto_saturation' depends on axioms: [propext, Classical.choice, Quot.sound]
'ResonantTunnelling.half_maximum_iff' depends on axioms: [propext, Classical.choice, Quot.sound]
```
